# For two transverse-field Ising spins with J > 0 and h ≠ 0, the lowest gap lies strictly between 0 and 2h²/J

Take two spins 1/2 with a coupling $J>0$ that favours parallel alignment along $z$, and a field $h$ along $x$ that flips one spin at a time. Without the field, up-up and down-down both have energy $-J$, while up-down and down-up both have energy $J$. Consider the two normalised symmetric combinations

$$|S\rangle=\frac{|{\uparrow\uparrow}\rangle+|{\downarrow\downarrow}\rangle}{\sqrt2},\qquad |T\rangle=\frac{|{\uparrow\downarrow}\rangle+|{\downarrow\uparrow}\rangle}{\sqrt2}.$$

The field couples them only to each other, and in this basis the Hamiltonian is

$$\begin{pmatrix}-J&-2h\\-2h&J\end{pmatrix},\qquad\text{with eigenvalues } \pm E,\quad E=\sqrt{J^2+4h^2}.$$

This two-level block contains the mechanism. The lower level is pushed from $-J$ down to $-E$, while the antisymmetric combination of up-up and down-down stays at $-J$, because the two single-flip amplitudes that leave it cancel. The field therefore splits the ground doublet by $E-J$. Second-order perturbation theory estimates this splitting as the squared coupling over the level distance, $(2h)^2/(2J)=2h^2/J$. For this two-site model the estimate is a strict upper bound whenever the field is nonzero. A numerical diagonalisation that tells the two lowest levels apart by energy alone must therefore resolve a difference smaller than $2h^2/J$.

## The Hamiltonian and its levels as Lean objects

The development uses real matrices throughout, which is enough because neither Pauli matrix involved has an imaginary entry.

```lean
import Mathlib

open Matrix Polynomial
open scoped Kronecker

namespace TwoSpinTransverseIsing

noncomputable section
```

The field acts through the spin flip $X$, which exchanges up and down.

```lean
/-- The Pauli matrix `X`, which flips a spin. -/
def pauliX : Matrix (Fin 2) (Fin 2) ℝ := !![0, 1; 1, 0]
```

The coupling acts through $Z$, with value $+1$ on up (index 0) and $-1$ on down (index 1).

```lean
/-- The Pauli matrix `Z`, diagonal in the spin basis. -/
def pauliZ : Matrix (Fin 2) (Fin 2) ℝ := !![1, 0; 0, -1]
```

The Hamiltonian is

$$H=-J\,Z\otimes Z-h\,(X\otimes 1+1\otimes X).$$

These are Pauli matrices and not spin operators $\sigma/2$, so $J$ and $h$ absorb the factors of one half. The rows and columns of `ising J h` are labelled by pairs in `Fin 2 × Fin 2`, one entry per spin, and `⊗ₖ` is the Kronecker product. There is one bond and two sites, and both spins feel the same field.

```lean
/-- The two-spin Ising Hamiltonian with coupling `J` and transverse field `h`. -/
def ising (J h : ℝ) : Matrix (Fin 2 × Fin 2) (Fin 2 × Fin 2) ℝ :=
  -(J • (pauliZ ⊗ₖ pauliZ)) -
    h • (pauliX ⊗ₖ (1 : Matrix (Fin 2) (Fin 2) ℝ) + (1 : Matrix (Fin 2) (Fin 2) ℝ) ⊗ₖ pauliX)
```

The energy $E=\sqrt{J^2+4h^2}$ gets its own name.

```lean
/-- The energy scale `√(J² + 4h²)`. -/
def outerEnergy (J h : ℝ) : ℝ := √(J ^ 2 + 4 * h ^ 2)
```

A state is given by four real amplitudes $a,b,c,d$ on up-up, up-down, down-up and down-down. No normalisation is imposed.

```lean
/-- The two-spin state with amplitudes `a, b, c, d` on up-up, up-down, down-up, down-down. -/
def twoSpin (a b c d : ℝ) : Fin 2 × Fin 2 → ℝ := fun p => !![a, b; c, d] p.1 p.2
```

To speak of the two lowest levels, degeneracy must be counted. The predicate `AreLowestLevels M E₀ E₁` says that the real roots of the characteristic polynomial, listed with multiplicity, consist of $E_0$, $E_1$ and a remainder `s`, with $E_0\le E_1$ and nothing in `s` below $E_1$. A doubly degenerate ground level thus has $E_0=E_1$ and gap zero.

```lean
/-- `E₀ ≤ E₁` are the two lowest roots of the characteristic polynomial of `M`,
counted with multiplicity. -/
def AreLowestLevels {n : Type*} [Fintype n] [DecidableEq n] (M : Matrix n n ℝ)
    (E₀ E₁ : ℝ) : Prop :=
  ∃ s : Multiset ℝ, M.charpoly.roots = E₀ ::ₘ E₁ ::ₘ s ∧ E₀ ≤ E₁ ∧ ∀ x ∈ s, E₁ ≤ x
```

The upper and lower bounds on the gap below use the relation $E^2=J^2+4h^2$, which holds because the quantity under the root is non-negative.

```lean
lemma outerEnergy_sq (J h : ℝ) : outerEnergy J h ^ 2 = J ^ 2 + 4 * h ^ 2 :=
  Real.sq_sqrt (by positivity)
```

## The secular determinant

In the order up-up, up-down, down-up, down-down, the matrix $x-H$ is

$$\begin{pmatrix}x+J&h&h&0\\h&x-J&0&h\\h&0&x-J&h\\0&h&h&x+J\end{pmatrix}.$$

Subtract row 1 from row 4 and row 2 from row 3. Then add column 4 to column 1 and column 3 to column 2. The determinant is unchanged, and the matrix becomes

$$\begin{pmatrix}x+J&2h&h&0\\2h&x-J&0&h\\0&0&x-J&0\\0&0&0&x+J\end{pmatrix}.$$

It is block triangular, so the determinant is the product of the two block determinants:

$$\big[(x+J)(x-J)-4h^2\big](x-J)(x+J)=(x^2-J^2)(x^2-J^2-4h^2).$$

The upper left block is the secular matrix of the two-level problem above. Lean takes a more direct route to the same identity: it expands along the first row and lets `ring` compare the two sides. The lemma is stated over an arbitrary commutative ring, with $j$ and $k$ in place of $J$ and $h$, so that $x$ may be a polynomial variable.

```lean
lemma det_secular {R : Type*} [CommRing R] (x j k : R) :
    Matrix.det !![x + j, k, k, 0; k, x - j, 0, k; k, 0, x - j, k; 0, k, k, x + j] =
      (x ^ 2 - j ^ 2) * (x ^ 2 - j ^ 2 - 4 * k ^ 2) := by
  simp [Matrix.det_succ_row_zero, Fin.sum_univ_succ, Fin.succAbove]
  ring
```

For the characteristic polynomial, $x$ becomes the polynomial variable, which Mathlib writes `X` (not the spin flip $X$), and the real parameters enter as constant polynomials `C J` and `C h`. The determinant lemma expects indices $0,\dots,3$, whereas the Hamiltonian is indexed by pairs. The proof fixes the ordering `e` of the product basis, checks the sixteen entries of the reordered matrix, and uses the fact that relabelling rows and columns together leaves a determinant unchanged.

```lean
/-- The characteristic polynomial of the Hamiltonian is `(x² - J²)(x² - J² - 4h²)`. -/
theorem ising_charpoly (J h : ℝ) :
    (ising J h).charpoly =
      (X ^ 2 - (C J) ^ 2) * (X ^ 2 - (C J) ^ 2 - 4 * (C h) ^ 2) := by
  -- order the product basis as up-up, up-down, down-up, down-down
  obtain ⟨e, e0, e1, e2, e3⟩ : ∃ e : Fin 4 ≃ Fin 2 × Fin 2,
      e 0 = (0, 0) ∧ e 1 = (0, 1) ∧ e 2 = (1, 0) ∧ e 3 = (1, 1) :=
    ⟨(finProdFinEquiv (m := 2) (n := 2)).symm, rfl, rfl, rfl, rfl⟩
  have hM : (charmatrix (ising J h)).submatrix e e =
      !![X + C J, C h, C h, 0; C h, X - C J, 0, C h;
         C h, 0, X - C J, C h; 0, C h, C h, X + C J] := by
    ext1 i j
    fin_cases i <;> fin_cases j <;>
      simp [e0, e1, e2, e3, ising, pauliX, pauliZ]
  rw [Matrix.charpoly, ← Matrix.det_submatrix_equiv_self e, hM, det_secular]
```

Since $J^2+4h^2=E^2$, the polynomial splits completely:

$$(x^2-J^2)(x^2-E^2)=(x+E)(x+J)(x-J)(x-E).$$

The levels are therefore $-E,-J,J,E$, for all real $J$ and $h$. The statement is an equality of multisets, so coinciding levels are repeated: at $h=0$ and $J>0$ the list is $-J,-J,J,J$. In the proof, `hE` is the relation for $E^2$ carried over to constant polynomials, and `linear_combination` inserts it into the second factor.

```lean
/-- Counted with multiplicity, the energy levels are `-√(J² + 4h²)`, `-J`, `J` and
`√(J² + 4h²)`. -/
theorem ising_levels (J h : ℝ) :
    (ising J h).charpoly.roots = {-outerEnergy J h, -J, J, outerEnergy J h} := by
  have hE : (C (outerEnergy J h)) ^ 2 = (C J) ^ 2 + 4 * (C h) ^ 2 := by
    simpa only [map_pow, map_add, map_mul, map_ofNat] using
      congrArg (fun t : ℝ => C t) (outerEnergy_sq J h)
  -- split the characteristic polynomial into linear factors
  have hp : (ising J h).charpoly =
      (({-outerEnergy J h, -J, J, outerEnergy J h} : Multiset ℝ).map
        (fun a => X - C a)).prod := by
    rw [ising_charpoly]
    simp only [Multiset.insert_eq_cons, Multiset.map_cons, Multiset.map_singleton,
      Multiset.prod_cons, Multiset.prod_singleton, map_neg]
    linear_combination (X ^ 2 - (C J) ^ 2) * hE
  rw [hp, Polynomial.roots_multiset_prod_X_sub_C]
```

## Bounds on the lowest gap

Let $J>0$ and $h\neq0$. If $E\le J$ held, then $E^2\le J^2$ would follow, contradicting $E^2=J^2+4h^2>J^2$. Hence $E>J$, and the ordered levels are $-E<-J<J<E$. The lowest gap is

$$d=-J-(-E)=E-J>0.$$

Substituting $E=J+d$ into $E^2=J^2+4h^2$ gives

$$d^2+2Jd=4h^2.$$

Since $d^2>0$, it follows that $2Jd<4h^2$, that is, $d<2h^2/J$.

The theorem `ising_lowest_gap` states all three facts together: $-E$ and $-J$ are the two lowest levels, their difference is positive, and it is smaller than $2h^2/J$. The sign of $h$ is free. The condition $h\ne0$ stands for a field that is actually switched on; at $h=0$ the doublet is degenerate. The condition $J>0$ selects ferromagnetic coupling. In the proof, `hlt` is the argument by contradiction, the first bullet compares $-J$ with the two remaining levels, and the last one uses $(E-J)^2>0$.

```lean
/-- For `J > 0` and nonzero field the two lowest levels are `-√(J² + 4h²)` and `-J`, and
the gap between them is positive and smaller than `2h²/J`. -/
theorem ising_lowest_gap {J h : ℝ} (hJ : 0 < J) (hh : h ≠ 0) :
    AreLowestLevels (ising J h) (-outerEnergy J h) (-J) ∧
      0 < -J - -outerEnergy J h ∧ -J - -outerEnergy J h < 2 * h ^ 2 / J := by
  have hE := outerEnergy_sq J h
  have hE0 : 0 ≤ outerEnergy J h := Real.sqrt_nonneg _
  have hh2 : 0 < h ^ 2 := by positivity
  have hlt : J < outerEnergy J h := by
    by_contra hc
    have hc' := not_lt.mp hc
    nlinarith
  refine ⟨⟨{J, outerEnergy J h}, ising_levels J h, by linarith, ?_⟩, by linarith, ?_⟩
  · intro x hx
    simp only [Multiset.insert_eq_cons, Multiset.mem_cons, Multiset.mem_singleton] at hx
    rcases hx with rfl | rfl <;> linarith
  · -- the gap d obeys d² + 2Jd = 4h²
    rw [lt_div_iff₀ hJ]
    have hd : 0 < (outerEnergy J h - J) ^ 2 := pow_pos (by linarith) 2
    nlinarith
```

A lower bound shows how close this estimate is. Insert $4h^2=d^2+2Jd$ into the two terms of $2h^2J^2-2h^4$:

$$2h^2J^2=\tfrac12J^2d^2+J^3d,\qquad 2h^4=\tfrac18\,(d^4+4Jd^3+4J^2d^2).$$

The terms in $J^2d^2$ cancel in the difference, which leaves

$$dJ^3-(2h^2J^2-2h^4)=\tfrac18\,d^3(d+4J)\ge0.$$

Division by $J^3>0$ gives

$$\frac{2h^2}{J}-\frac{2h^4}{J^3}\le E-J.$$

For $h\ne0$ the gap is thus $2h^2/J$ times a factor between $1-h^2/J^2$ and $1$, so the upper bound is correct to leading order in $h/J$. For $|h|\ge J$ the lower bound is zero or negative and carries no information. In Lean, `e` is the quadratic relation for $d$ and `key` is the identity above. The case $h=0$ is included.

```lean
/-- For `J > 0` the difference `√(J² + 4h²) - J` is at least `2h²/J - 2h⁴/J³`. -/
theorem gap_lower_bound {J : ℝ} (hJ : 0 < J) (h : ℝ) :
    2 * h ^ 2 / J - 2 * h ^ 4 / J ^ 3 ≤ outerEnergy J h - J := by
  have hE := outerEnergy_sq J h
  have hle : J ≤ outerEnergy J h :=
    (le_abs_self J).trans (Real.abs_le_sqrt (by nlinarith [sq_nonneg h]))
  obtain ⟨d, hd⟩ : ∃ d, d = outerEnergy J h - J := ⟨_, rfl⟩
  have hd0 : 0 ≤ d := by linarith
  have e : d ^ 2 + 2 * J * d = 4 * h ^ 2 := by
    rw [hd]
    linear_combination hE
  have key : d * J ^ 3 - (2 * h ^ 2 * J ^ 2 - 2 * h ^ 4) = d ^ 3 * (d + 4 * J) / 8 := by
    linear_combination (J ^ 2 / 2 - (d ^ 2 + 2 * J * d + 4 * h ^ 2) / 8) * e
  have hpos : 0 ≤ d ^ 3 * (d + 4 * J) / 8 := by positivity
  have hfrac : 2 * h ^ 2 / J - 2 * h ^ 4 / J ^ 3 =
      (2 * h ^ 2 * J ^ 2 - 2 * h ^ 4) / J ^ 3 := by
    field_simp
  rw [← hd, hfrac, div_le_iff₀ (by positivity)]
  linarith
```

## States that ignore the field, and the ground state

Acting on the amplitudes $(a,b,c,d)$, where $d$ is now the down-down amplitude, the coupling multiplies the aligned components by $-J$ and the anti-aligned ones by $J$. The field feeds each component from the two that differ from it by one flip:

$$H(a,b,c,d)=\big(-Ja-h(b+c),\;Jb-h(a+d),\;Jc-h(a+d),\;-Jd-h(b+c)\big).$$

Lean checks this component by component.

```lean
/-- The action of the Hamiltonian on the four amplitudes of a two-spin state. -/
theorem ising_mulVec (J h a b c d : ℝ) :
    ising J h *ᵥ twoSpin a b c d =
      twoSpin (-J * a - h * (b + c)) (J * b - h * (a + d))
        (J * c - h * (a + d)) (-J * d - h * (b + c)) := by
  ext ⟨i, j⟩
  fin_cases i <;> fin_cases j <;>
    simp [ising, pauliX, pauliZ, twoSpin, Matrix.mulVec, dotProduct,
      Fintype.sum_prod_type, Fin.sum_univ_two, Matrix.one_apply] <;> ring
```

Eigenvalue equations also need scalar multiples, which act on each amplitude separately.

```lean
lemma smul_twoSpin (r a b c d : ℝ) :
    r • twoSpin a b c d = twoSpin (r * a) (r * b) (r * c) (r * d) := by
  ext ⟨i, j⟩
  fin_cases i <;> fin_cases j <;> simp [twoSpin]
```

The field enters only through the sums $b+c$ and $a+d$. For $(0,1,-1,0)$ and $(1,0,0,-1)$ both sums vanish, so

$$H(0,1,-1,0)=J\,(0,1,-1,0),\qquad H(1,0,0,-1)=-J\,(1,0,0,-1).$$

The normalised states are these vectors divided by $\sqrt2$. The first is the singlet, and the second is the state that stays at $-J$ in the opening example. Their energies $J$ and $-J$ cross at $J=0$ for every value of the field. The first state is odd and the second even under exchange of the two spins, a symmetry of $H$, so no matrix element of $H$ connects them.

```lean
/-- Two states that do not depend on the field are eigenvectors for every `J` and `h`:
up-down minus down-up with energy `J`, and up-up minus down-down with energy `-J`. -/
theorem field_independent_states (J h : ℝ) :
    ising J h *ᵥ twoSpin 0 1 (-1) 0 = J • twoSpin 0 1 (-1) 0 ∧
      ising J h *ᵥ twoSpin 1 0 0 (-1) = (-J) • twoSpin 1 0 0 (-1) := by
  constructor <;> rw [ising_mulVec, smul_twoSpin] <;> congr 1 <;> ring
```

For the level $-E$, take the vector $(E+J,\,2h,\,2h,\,E+J)$. Its first component, and equally its last, is mapped to

$$-J(E+J)-4h^2=-JE-(J^2+4h^2)=-JE-E^2=-E(E+J),$$

and each middle component to

$$2hJ-2h(E+J)=-E\cdot 2h.$$

So this is an eigenvector with energy $-E$, provided that it is not zero. For $J>0$ this is clear, since $E\ge0$ gives $E+J>0$. Its squared norm is

$$2(E+J)^2+8h^2=2(E+J)^2+2(E^2-J^2)=4E(E+J),$$

so the normalised state is obtained on division by $2\sqrt{E(E+J)}$. The theorem works with the unnormalised vector and states that it is nonzero and satisfies the eigenvalue equation. That $-E$ is the lowest energy follows from the list of levels together with $E\ge|J|$. At $h=0$ the vector reduces to a multiple of $|S\rangle$, one member of the degenerate doublet.

```lean
/-- For `J > 0` an explicit nonzero state has energy `-√(J² + 4h²)`. -/
theorem ground_state {J : ℝ} (hJ : 0 < J) (h : ℝ) :
    twoSpin (outerEnergy J h + J) (2 * h) (2 * h) (outerEnergy J h + J) ≠ 0 ∧
      ising J h *ᵥ twoSpin (outerEnergy J h + J) (2 * h) (2 * h) (outerEnergy J h + J) =
        (-outerEnergy J h) •
          twoSpin (outerEnergy J h + J) (2 * h) (2 * h) (outerEnergy J h + J) := by
  have hE := outerEnergy_sq J h
  have hE0 : 0 ≤ outerEnergy J h := Real.sqrt_nonneg _
  constructor
  · intro h0
    have h1 : outerEnergy J h + J = 0 := by
      simpa [twoSpin] using congrFun h0 (0, 0)
    linarith
  · rw [ising_mulVec, smul_twoSpin]
    congr 1 <;> first | ring1 | linear_combination hE
```

## The outer levels avoid each other

The levels $\pm E$ belong to the coupled block of $|S\rangle$ and $|T\rangle$. From $E^2=J^2+(2h)^2\ge(2h)^2$ it follows that $E\ge2|h|$, and therefore

$$E-(-E)=2E\ge4|h|.$$

If equality holds, then $E^2=4h^2$, which forces $J^2=0$. Conversely, $J=0$ gives $E=\sqrt{4h^2}=2|h|$. As $J$ passes through zero at a fixed nonzero field, the diagonal energies $\pm J$ of the block cross, but its eigenvalues keep a distance of at least $4|h|$, twice the size of the coupling $2h$. The theorem holds for all real $J$ and $h$; at $h=0$ the minimum distance is zero and the avoided crossing becomes a true one.

```lean
/-- The levels `±√(J² + 4h²)` are at least `4|h|` apart, and their distance equals `4|h|` precisely
at `J = 0`. -/
theorem outer_levels_repel (J h : ℝ) :
    4 * |h| ≤ outerEnergy J h - -outerEnergy J h ∧
      (outerEnergy J h - -outerEnergy J h = 4 * |h| ↔ J = 0) := by
  have hE := outerEnergy_sq J h
  have hle : |2 * h| ≤ outerEnergy J h := Real.abs_le_sqrt (by nlinarith [sq_nonneg J])
  rw [abs_mul, abs_two] at hle
  refine ⟨by linarith, fun heq => ?_, ?_⟩
  · have h1 : outerEnergy J h = 2 * |h| := by linarith
    rw [h1, mul_pow, sq_abs] at hE
    have h2 : J ^ 2 = 0 := by linarith
    exact pow_eq_zero_iff (two_ne_zero) |>.mp h2
  · rintro rfl
    have h1 : outerEnergy 0 h = 2 * |h| := by
      rw [outerEnergy, show (0 : ℝ) ^ 2 + 4 * h ^ 2 = (2 * h) ^ 2 by ring,
        Real.sqrt_sq_eq_abs, abs_mul, abs_two]
    rw [h1]
    ring

end

end TwoSpinTransverseIsing
```

```lean
#print axioms TwoSpinTransverseIsing.ising_lowest_gap
-- 'TwoSpinTransverseIsing.ising_lowest_gap' depends on axioms: [propext, Classical.choice, Quot.sound]
#print axioms TwoSpinTransverseIsing.field_independent_states
-- 'TwoSpinTransverseIsing.field_independent_states' depends on axioms: [propext, Classical.choice, Quot.sound]
#print axioms TwoSpinTransverseIsing.ground_state
-- 'TwoSpinTransverseIsing.ground_state' depends on axioms: [propext, Classical.choice, Quot.sound]
#print axioms TwoSpinTransverseIsing.outer_levels_repel
-- 'TwoSpinTransverseIsing.outer_levels_repel' depends on axioms: [propext, Classical.choice, Quot.sound]
```
